# A stretch and a rotation can together leave a plane invariant exactly when the middle principal stretch is one

A cubic crystal can become tetragonal when two of its cube axes are stretched by a common factor $p$ and the third by a factor $q$. This is the Bain strain, $U=\mathrm{diag}(p,p,q)$. Suppose that the product, after a rigid rotation, is to meet the untransformed parent along a flat interface, with the deformation continuous across it. Every vector in the interface must then end up where it started. For $p>0$, this is impossible unless $p=1$, whatever the value of $q$. For general principal stretches $0<a\le b\le c$, it is possible exactly when $b=1$.

```lean
import Mathlib

open Matrix

namespace InvariantPlaneStrain
```

## The stretch and its invariant plane

The deformation is homogeneous and is written in its principal axes, so it is a real diagonal $3\times3$ matrix. A stretch given in another frame has to be diagonalised first.

```lean
/-- The pure stretch with principal stretches `a`, `b`, `c` along the coordinate axes. -/
def stretch (a b c : ℝ) : Matrix (Fin 3) (Fin 3) ℝ :=
  !![a, 0, 0; 0, b, 0; 0, 0, c]
```

An orthogonal matrix $Q$ may follow the stretch, since the product crystal is free to turn. The plane is given by a normal $\mathbf n\neq0$, and invariance means $QU\mathbf x=\mathbf x$ whenever $\mathbf n\cdot\mathbf x=0$. In `HasInvariantPlane`, `n ⬝ᵥ x` is the scalar product and `*ᵥ` applies a matrix to a vector. The orthogonal group also contains reflections, so the impossibility results cover these as well as rotations.

```lean
/-- A deformation `U` has an invariant plane if, after a suitable orthogonal map `Q`,
every vector of some plane (with normal `n ≠ 0`) is back in its original position. -/
def HasInvariantPlane (U : Matrix (Fin 3) (Fin 3) ℝ) : Prop :=
  ∃ Q ∈ Matrix.orthogonalGroup (Fin 3) ℝ, ∃ n : Fin 3 → ℝ, n ≠ 0 ∧
    ∀ x, n ⬝ᵥ x = 0 → (Q * U) *ᵥ x = x
```

## The rank-one form

Crystallographers usually write an invariant-plane strain as $I+\mathbf a\mathbf n^T$, which displaces $\mathbf x$ by $(\mathbf n\cdot\mathbf x)\,\mathbf a$. It fixes the plane because
$$(I+\mathbf a\mathbf n^T)\mathbf x=\mathbf x+(\mathbf n\cdot\mathbf x)\,\mathbf a=\mathbf x .$$
In Lean, `vecMulVec a n` is the matrix $\mathbf a\mathbf n^T$.

```lean
/-- The deformation `I + a nᵀ` fixes every vector perpendicular to `n`. -/
theorem rank_one_fixes_plane (a : Fin 3 → ℝ) {n x : Fin 3 → ℝ} (hx : n ⬝ᵥ x = 0) :
    (1 + vecMulVec a n) *ᵥ x = x := by
  ext i
  simp [Matrix.add_mulVec, Matrix.vecMulVec_mulVec, hx]
```

Conversely, let $F$ fix the plane normal to $\mathbf n$. Projecting the basis vector $\mathbf e_j$ onto the plane gives $\mathbf e_j-\frac{n_j}{\mathbf n\cdot\mathbf n}\mathbf n$, which $F$ leaves alone. Hence
$$F\mathbf e_j=\mathbf e_j+n_j\,\mathbf a,\qquad \mathbf a=\frac{F\mathbf n-\mathbf n}{\mathbf n\cdot\mathbf n},$$
and these are the columns of $I+\mathbf a\mathbf n^T$. The proof compares the two matrices entry by entry, using the $i$-th component of this equation. The geometric definition and the rank-one form therefore agree.

```lean
/-- For `n ≠ 0`, a deformation fixes the plane normal to `n` exactly when it has the
form `I + a nᵀ` for some vector `a`. -/
theorem fixes_plane_iff {F : Matrix (Fin 3) (Fin 3) ℝ} {n : Fin 3 → ℝ} (hn : n ≠ 0) :
    (∀ x, n ⬝ᵥ x = 0 → F *ᵥ x = x) ↔ ∃ a, F = 1 + vecMulVec a n := by
  constructor
  · intro h
    have hnn : n ⬝ᵥ n ≠ 0 := fun h0 => hn (dotProduct_self_eq_zero.mp h0)
    refine ⟨(n ⬝ᵥ n)⁻¹ • (F *ᵥ n - n), ?_⟩
    ext i j
    -- project the j-th basis vector onto the plane
    have hx : n ⬝ᵥ (Pi.single j 1 - (n j / (n ⬝ᵥ n)) • n) = 0 := by
      rw [dotProduct_sub, dotProduct_smul, dotProduct_single_one, smul_eq_mul,
        div_mul_cancel₀ _ hnn, sub_self]
    have e := congrFun (h _ hx) i
    simp only [Matrix.mulVec_sub, Matrix.mulVec_smul, Matrix.mulVec_single_one,
      Pi.sub_apply, Pi.smul_apply, smul_eq_mul, Matrix.col_apply, Pi.single_apply] at e
    simp only [Matrix.add_apply, Matrix.one_apply, Matrix.vecMulVec_apply,
      Pi.sub_apply, Pi.smul_apply, smul_eq_mul]
    linear_combination e
  · rintro ⟨a, rfl⟩ x hx
    exact rank_one_fixes_plane a hx
```

## Lengths in the plane

An orthogonal $Q$ preserves lengths, because $Q^TQ=I$. If $QU\mathbf x=\mathbf x$, then
$$|U\mathbf x|^2=|QU\mathbf x|^2=|\mathbf x|^2 .$$
The rotation has dropped out, and what remains is a condition on the stretch alone.

```lean
/-- If `Q` is orthogonal and `Q U` fixes `x`, then `U` leaves the length of `x` unchanged. -/
theorem length_preserved {Q U : Matrix (Fin 3) (Fin 3) ℝ}
    (hQ : Q ∈ Matrix.orthogonalGroup (Fin 3) ℝ) {x : Fin 3 → ℝ}
    (h : (Q * U) *ᵥ x = x) : (U *ᵥ x) ⬝ᵥ (U *ᵥ x) = x ⬝ᵥ x := by
  have hQ' : Qᵀ * Q = 1 := (Matrix.mem_orthogonalGroup_iff' (Fin 3) ℝ).mp hQ
  have key : ∀ y : Fin 3 → ℝ, (Q *ᵥ y) ⬝ᵥ (Q *ᵥ y) = y ⬝ᵥ y := by
    intro y
    rw [Matrix.dotProduct_mulVec, ← Matrix.mulVec_transpose, Matrix.mulVec_mulVec, hQ',
      Matrix.one_mulVec]
  rw [← key (U *ᵥ x), Matrix.mulVec_mulVec, h]
```

For $U=\mathrm{diag}(a,b,c)$, with components numbered from 0 as in Lean, every $(x,y,z)$ satisfying $n_0x+n_1y+n_2z=0$ obeys
$$(ax)^2+(by)^2+(cz)^2=x^2+y^2+z^2 .$$

```lean
/-- If an orthogonal `Q` following a stretch restores every vector perpendicular to `n`, then each
such vector `(x, y, z)` keeps its length under the stretch. -/
theorem stretch_length {Q : Matrix (Fin 3) (Fin 3) ℝ} {n : Fin 3 → ℝ} {a b c : ℝ}
    (hQ : Q ∈ Matrix.orthogonalGroup (Fin 3) ℝ)
    (h : ∀ x, n ⬝ᵥ x = 0 → (Q * stretch a b c) *ᵥ x = x) (x y z : ℝ)
    (hx : n 0 * x + n 1 * y + n 2 * z = 0) :
    (a * x) ^ 2 + (b * y) ^ 2 + (c * z) ^ 2 = x ^ 2 + y ^ 2 + z ^ 2 := by
  have e := length_preserved hQ
    (h ![x, y, z] (by simpa [dotProduct, Fin.sum_univ_three] using hx))
  simp [stretch, Matrix.mulVec, dotProduct, Fin.sum_univ_three] at e
  linear_combination e
```

The next step is to choose useful vectors in the plane. A plane through the origin meets each coordinate plane in at least a line. In coordinates, $uy+vz=0$ has the nonzero solution $(-v,u)$ if $u\neq0$, and $(1,0)$ if $u=0$.

```lean
/-- Every line condition `u y + v z = 0` in a coordinate plane has a nonzero solution. -/
theorem exists_perp (u v : ℝ) : ∃ y z : ℝ, u * y + v * z = 0 ∧ 0 < y ^ 2 + z ^ 2 := by
  by_cases hu : u = 0
  · exact ⟨1, 0, by simp [hu], by norm_num⟩
  · exact ⟨-v, u, by ring, by positivity⟩
```

## The tetragonal case

Take a nonzero vector $(y,z,0)$ common to the invariant plane and the basal plane, so that $n_0y+n_1z=0$. The stretch multiplies its length by $p$, and the length condition becomes
$$(p-1)(p+1)(y^2+z^2)=0 .$$
The last two factors are positive, so $p=1$. The theorem assumes only $p>0$, the orthogonality of $Q$ and the rank-one equation; it needs no condition on $q$.

```lean
/-- If `Q diag(p, p, q) = I + a nᵀ` with `Q` orthogonal and `p > 0`, then `p = 1`. -/
theorem tetragonal_stretch_eq_one {Q : Matrix (Fin 3) (Fin 3) ℝ} {a n : Fin 3 → ℝ}
    {p q : ℝ} (hp : 0 < p) (hQ : Q ∈ Matrix.orthogonalGroup (Fin 3) ℝ)
    (h : Q * stretch p p q = 1 + vecMulVec a n) : p = 1 := by
  -- a nonzero vector common to the invariant plane and the basal plane
  obtain ⟨y, z, h0, hpos⟩ := exists_perp (n 0) (n 1)
  have e := stretch_length hQ
    (fun x hx => by rw [h]; exact rank_one_fixes_plane a hx) y z 0 (by linarith)
  have e' : (p - 1) * ((p + 1) * (y ^ 2 + z ^ 2)) = 0 := by linear_combination e
  rcases mul_eq_zero.mp e' with h1 | h1
  · linarith
  · exact absurd h1 (mul_pos (by linarith) hpos).ne'
```

If the Bain strain had an invariant plane, the converse proved above would put $QU$ in rank-one form, and $p=1$ would follow. This contradicts $p\neq1$, the condition that the two equal axes really do change length.

```lean
/-- A Bain strain `diag(p, p, q)` with `p > 0` and `p ≠ 1` has no invariant plane. -/
theorem bain_no_invariant_plane {p q : ℝ} (hp : 0 < p) (hp1 : p ≠ 1) :
    ¬ HasInvariantPlane (stretch p p q) := by
  rintro ⟨Q, hQ, n, hn, h⟩
  obtain ⟨a, ha⟩ := (fixes_plane_iff hn).mp h
  exact hp1 (tetragonal_stretch_eq_one hp hQ ha)
```

For two homogeneous phases related by this stretch, the result means that a single tetragonal variant with $p\neq1$ cannot be joined to the parent along a plane with the deformation continuous across it. It does not exclude a chance match between the two lattices on some plane under another pairing of their atoms.

## Building the plane when the middle stretch is one

Let $0<a\le1\le c$ and $U=\mathrm{diag}(a,1,c)$. The middle axis keeps its length, so one more direction of unchanged length is needed. Seek a unit vector $(u,0,v)$ with
$$u^2+v^2=1,\qquad a^2u^2+c^2v^2=1 .$$
For $a<c$ a solution is
$$u^2=\frac{c^2-1}{c^2-a^2},\qquad v^2=\frac{1-a^2}{c^2-a^2},$$
and both values are nonnegative. If $a=c$, both equal one and $(u,v)=(1,0)$ serves.

The image $(au,0,cv)$ is again a unit vector. It is brought back by
$$Q=\begin{pmatrix}C&0&-S\\0&1&0\\S&0&C\end{pmatrix},\qquad C=au^2+cv^2,\quad S=(a-c)uv .$$
This is a rotation about the middle axis, because
$$C^2+S^2=(a^2u^2+c^2v^2)(u^2+v^2)=1 .$$
It restores the vector, because
$$Cau-Scv=u(a^2u^2+c^2v^2)=u,\qquad Sau+Ccv=v(a^2u^2+c^2v^2)=v .$$

Take $\mathbf n=(-v,0,u)$. A vector $\mathbf x$ perpendicular to it satisfies
$$\mathbf x=s\,(u,0,v)+x_1\mathbf e_1,\qquad s=ux_0+vx_2,$$
and $QU$ fixes both terms. In the proof, `hCS` is the rotation identity, `r0` and `r2` say that the vector is restored, and `h0` and `h2` in the last part are the decomposition of $\mathbf x$. The `linear_combination` lines carry out the algebra.

```lean
/-- If `0 < a ≤ 1 ≤ c`, the stretch `diag(a, 1, c)` has an invariant plane. -/
theorem invariant_plane_of_middle_one {a c : ℝ} (ha : 0 < a) (ha1 : a ≤ 1) (hc : 1 ≤ c) :
    HasInvariantPlane (stretch a 1 c) := by
  -- a unit vector (u, 0, v) whose length is unchanged
  obtain ⟨u, v, huv, hst⟩ :
      ∃ u v : ℝ, u ^ 2 + v ^ 2 = 1 ∧ a ^ 2 * u ^ 2 + c ^ 2 * v ^ 2 = 1 := by
    by_cases hac : c = a
    · have h1 : a = 1 := by linarith
      exact ⟨1, 0, by norm_num, by rw [h1]; norm_num⟩
    · have hlt : a < c := lt_of_le_of_ne (by linarith) (Ne.symm hac)
      have hD : 0 < c ^ 2 - a ^ 2 := by nlinarith
      have hD' := hD.ne'
      refine ⟨√((c ^ 2 - 1) / (c ^ 2 - a ^ 2)), √((1 - a ^ 2) / (c ^ 2 - a ^ 2)), ?_, ?_⟩ <;>
        rw [Real.sq_sqrt (div_nonneg (by nlinarith) hD.le),
          Real.sq_sqrt (div_nonneg (by nlinarith) hD.le)]
      · rw [← add_div, div_eq_one_iff_eq hD']
        ring
      · rw [← mul_div_assoc, ← mul_div_assoc, ← add_div, div_eq_one_iff_eq hD']
        ring
  -- cosine and sine of the rotation that brings its image back
  obtain ⟨C, hC⟩ : ∃ C, C = a * u ^ 2 + c * v ^ 2 := ⟨_, rfl⟩
  obtain ⟨S, hS⟩ : ∃ S, S = (a - c) * u * v := ⟨_, rfl⟩
  have hCS : C ^ 2 + S ^ 2 = 1 := by
    rw [hC, hS]
    linear_combination (u ^ 2 + v ^ 2) * hst + huv
  have r0 : C * a * u - S * c * v = u := by rw [hC, hS]; linear_combination u * hst
  have r2 : S * a * u + C * c * v = v := by rw [hC, hS]; linear_combination v * hst
  refine ⟨!![C, 0, -S; 0, 1, 0; S, 0, C], ?_, ![-v, 0, u], ?_, ?_⟩
  · rw [Matrix.mem_orthogonalGroup_iff]
    ext i j
    fin_cases i <;> fin_cases j <;>
      simp [Matrix.mul_apply, Fin.sum_univ_three] <;>
      linarith
  · intro h
    have h0 := congrFun h 0
    have h2 := congrFun h 2
    simp at h0 h2
    rw [h0, h2] at huv
    norm_num at huv
  · intro x hx
    have hx' : -v * x 0 + u * x 2 = 0 := by
      simpa [dotProduct, Fin.sum_univ_three] using hx
    have h0 : x 0 = u * (u * x 0 + v * x 2) := by
      linear_combination (-x 0) * huv - v * hx'
    have h2 : x 2 = v * (u * x 0 + v * x 2) := by
      linear_combination (-x 2) * huv + u * hx'
    have hmv : (!![C, 0, -S; 0, 1, 0; S, 0, C] * stretch a 1 c) *ᵥ x =
        ![C * a * x 0 - S * c * x 2, x 1, S * a * x 0 + C * c * x 2] := by
      ext i
      fin_cases i <;>
        simp [stretch, Matrix.mulVec, dotProduct, Matrix.mul_apply, Fin.sum_univ_three]
      ring
    rw [hmv]
    ext i
    fin_cases i
    · change C * a * x 0 - S * c * x 2 = x 0
      linear_combination (C * a - 1) * h0 - S * c * h2 + (u * x 0 + v * x 2) * r0
    · rfl
    · change S * a * x 0 + C * c * x 2 = x 2
      linear_combination S * a * h0 + (C * c - 1) * h2 + (u * x 0 + v * x 2) * r2
```

## The criterion for ordered stretches

Now let $0<a\le b\le c$, and suppose that an invariant plane exists.

If $b>1$, choose a nonzero $(0,y,z)$ in the plane. Then
$$b^2y^2+c^2z^2\ge b^2(y^2+z^2)>y^2+z^2,$$
so the vector is lengthened, which is a contradiction. If $b<1$, choose a nonzero $(y,z,0)$ in the plane. Then
$$a^2y^2+b^2z^2\le b^2(y^2+z^2)<y^2+z^2,$$
so the vector is shortened, again a contradiction. Hence $b=1$, and the construction above supplies the other direction. In Lean, `nlinarith` closes each contradiction from the products of these positive and nonnegative factors.

```lean
/-- A stretch with ordered principal stretches `0 < a ≤ b ≤ c` has an invariant plane
exactly when the middle one equals one. -/
theorem invariant_plane_iff {a b c : ℝ} (ha : 0 < a) (hab : a ≤ b) (hbc : b ≤ c) :
    HasInvariantPlane (stretch a b c) ↔ b = 1 := by
  constructor
  · rintro ⟨Q, hQ, n, -, h⟩
    apply le_antisymm
    · -- otherwise all nonzero vectors in the plane of b and c are lengthened
      by_contra hb
      obtain ⟨y, z, h0, hpos⟩ := exists_perp (n 1) (n 2)
      have e := stretch_length hQ h 0 y z (by linarith)
      have h1 : 0 < b ^ 2 - 1 := by nlinarith
      have h2 : 0 ≤ c ^ 2 - b ^ 2 := by nlinarith
      nlinarith [mul_pos h1 hpos, mul_nonneg h2 (sq_nonneg z)]
    · -- otherwise all nonzero vectors in the plane of a and b are shortened
      by_contra hb
      obtain ⟨y, z, h0, hpos⟩ := exists_perp (n 0) (n 1)
      have e := stretch_length hQ h y z 0 (by linarith)
      have h1 : 0 < 1 - b ^ 2 := by nlinarith
      have h2 : 0 ≤ b ^ 2 - a ^ 2 := by nlinarith
      nlinarith [mul_pos h1 hpos, mul_nonneg h2 (sq_nonneg y)]
  · rintro rfl
    exact invariant_plane_of_middle_one ha hab hbc

end InvariantPlaneStrain
```

For $p,q>0$ the Bain strain fits this pattern: when its stretches are put in order, the middle one is $p$, whether $q$ is larger or smaller.

```lean
#print axioms InvariantPlaneStrain.bain_no_invariant_plane
#print axioms InvariantPlaneStrain.invariant_plane_iff
```

```
'InvariantPlaneStrain.bain_no_invariant_plane' depends on axioms: [propext, Classical.choice, Quot.sound]
'InvariantPlaneStrain.invariant_plane_iff' depends on axioms: [propext, Classical.choice, Quot.sound]
```
